# Singlet levels of the asymmetric Hubbard dimer lie at or above $-4t^2U/(U^2-D^2)$ when $|D|<U$

Two electrons on two sites with site energies $\pm D/2$, on-site repulsion $U$ and real hopping amplitude $t$ have three singlet configurations: both electrons on the upper site (energy $U+D$), both on the lower site (energy $U-D$, for $D\ge 0$), and the covalent singlet with one electron on each site (energy zero). In this basis and order the Hamiltonian is the matrix `dimer U D t`, and the file proves for $|D|<U$ that its eigenvalues are at least $-J$, where $J=4t^2U/(U^2-D^2)$, and that exactly one of them lies below $U-|D|$.

In Lean 4 with Mathlib:

```lean
import Mathlib

open Matrix

namespace HubbardDimerChargeTransfer

noncomputable section

/-- Singlet Hamiltonian of the asymmetric Hubbard dimer: two charge-transfer configurations with
energies `U + D` and `U - D`, and the covalent configuration with energy zero, coupled by hopping. -/
def dimer (U D t : ℝ) : Matrix (Fin 3) (Fin 3) ℝ :=
  !![U + D, 0, -(√2 * t); 0, U - D, -(√2 * t); -(√2 * t), -(√2 * t), 0]

/-- `E` is an energy level of the dimer: the Hamiltonian has a nonzero eigenvector with
eigenvalue `E`. -/
def IsLevel (U D t E : ℝ) : Prop :=
  ∃ v : Fin 3 → ℝ, v ≠ 0 ∧ dimer U D t *ᵥ v = E • v

/-- The superexchange energy `4 t² U / (U² - D²)`, for `U² ≠ D²`. -/
def superexchange (U D t : ℝ) : ℝ := 4 * t ^ 2 * U / (U ^ 2 - D ^ 2)

/-- Weight of the charge-transfer configurations relative to the covalent one in the first-order
wavefunction, for `U ≠ D` and `U ≠ -D`. -/
def admixture (U D t : ℝ) : ℝ := 2 * t ^ 2 / (U + D) ^ 2 + 2 * t ^ 2 / (U - D) ^ 2

/-- For `|D| < U` the superexchange energy is the sum of the second-order energy lowerings from the
two virtual charge transfers. -/
theorem superexchange_eq_sum {U D : ℝ} (t : ℝ) (hD : |D| < U) :
    superexchange U D t = 2 * t ^ 2 / (U + D) + 2 * t ^ 2 / (U - D) := by
  obtain ⟨h1, h2⟩ := abs_lt.mp hD
  have hp : U + D ≠ 0 := by linarith
  have hm : U - D ≠ 0 := by linarith
  have hf : U ^ 2 - D ^ 2 = (U + D) * (U - D) := by ring
  unfold superexchange
  rw [hf]
  field_simp
  ring

/-- Mixing amplitude `x` of a configuration at energy `A > 0` into covalent amplitude `c` lowers
the energy by at most `2 t² c² / A`. -/
theorem virtual_hop_bound {A : ℝ} (hA : 0 < A) (t c x : ℝ) :
    -(2 * t ^ 2 / A * c ^ 2) ≤ A * x ^ 2 - 2 * √2 * (t * c) * x := by
  have hs : √2 ^ 2 = (2 : ℝ) := Real.sq_sqrt (by norm_num)
  obtain ⟨r, hr⟩ : ∃ r, t * c = A * r := ⟨t * c / A, by field_simp⟩
  have e : 2 * t ^ 2 / A * c ^ 2 = 2 * A * r ^ 2 := by
    calc 2 * t ^ 2 / A * c ^ 2 = 2 * (t * c) ^ 2 / A := by ring
      _ = 2 * A * r ^ 2 := by rw [hr]; field_simp
  -- complete the square
  have h : A * (x - √2 * r) ^ 2
      = A * x ^ 2 - 2 * √2 * (t * c) * x + 2 * t ^ 2 / A * c ^ 2 := by
    rw [e]
    linear_combination A * r ^ 2 * hs + 2 * √2 * x * hr
  have h0 : 0 ≤ A * (x - √2 * r) ^ 2 := by positivity
  linarith

/-- For `|D| < U` the energy form of any real state is at least minus the superexchange energy
times the squared covalent amplitude. -/
theorem energy_form_bound {U D : ℝ} (t : ℝ) (hD : |D| < U) (v : Fin 3 → ℝ) :
    -(superexchange U D t * v 2 ^ 2) ≤ v ⬝ᵥ (dimer U D t *ᵥ v) := by
  obtain ⟨h1, h2⟩ := abs_lt.mp hD
  have hq : v ⬝ᵥ (dimer U D t *ᵥ v) =
      ((U + D) * v 0 ^ 2 - 2 * √2 * (t * v 2) * v 0)
        + ((U - D) * v 1 ^ 2 - 2 * √2 * (t * v 2) * v 1) := by
    simp [dimer, Matrix.mulVec, dotProduct, Fin.sum_univ_three]
    ring
  have a := virtual_hop_bound (show 0 < U + D by linarith) t (v 2) (v 0)
  have b := virtual_hop_bound (show 0 < U - D by linarith) t (v 2) (v 1)
  rw [hq, superexchange_eq_sum t hD, add_mul]
  linarith

/-- For `|D| < U` the superexchange energy is nonnegative. -/
theorem superexchange_nonneg {U D : ℝ} (t : ℝ) (hD : |D| < U) : 0 ≤ superexchange U D t := by
  obtain ⟨h1, h2⟩ := abs_lt.mp hD
  rw [superexchange_eq_sum t hD]
  exact add_nonneg (div_nonneg (by positivity) (by linarith))
    (div_nonneg (by positivity) (by linarith))

/-- Superexchange bound: for `|D| < U` every singlet level of the asymmetric Hubbard dimer is at
least `-4 t² U / (U² - D²)`. -/
theorem superexchange_bound {U D t E : ℝ} (hD : |D| < U) (hE : IsLevel U D t E) :
    -(4 * t ^ 2 * U / (U ^ 2 - D ^ 2)) ≤ E := by
  change -(superexchange U D t) ≤ E
  obtain ⟨v, hv, h⟩ := hE
  have hq := energy_form_bound t hD v
  rw [h, dotProduct_smul, smul_eq_mul] at hq
  have hn : v ⬝ᵥ v = v 0 ^ 2 + v 1 ^ 2 + v 2 ^ 2 := by
    simp only [dotProduct, Fin.sum_univ_three]
    ring
  have hpos : 0 < v ⬝ᵥ v :=
    lt_of_le_of_ne (by rw [hn]; positivity) (fun h0 => hv (dotProduct_self_eq_zero.mp h0.symm))
  have hJ : 0 ≤ superexchange U D t * (v 0 ^ 2 + v 1 ^ 2) :=
    mul_nonneg (superexchange_nonneg t hD) (by positivity)
  by_contra hlt
  have hm := mul_lt_mul_of_pos_right (not_le.mp hlt) hpos
  rw [hn] at hm hq
  nlinarith

/-- Below both charge-transfer energies, `E` is a level exactly when it solves the secular equation
obtained by eliminating the charge-transfer amplitudes. -/
theorem isLevel_iff_secular {U D t E : ℝ} (hp : E < U + D) (hm : E < U - D) :
    IsLevel U D t E ↔ E = -(2 * t ^ 2 / (U + D - E) + 2 * t ^ 2 / (U - D - E)) := by
  have hs : √2 ^ 2 = (2 : ℝ) := Real.sq_sqrt (by norm_num)
  have hA : U + D - E ≠ 0 := by linarith
  have hB : U - D - E ≠ 0 := by linarith
  constructor
  · rintro ⟨v, hv, h⟩
    have h0 := congrFun h 0
    have h1 := congrFun h 1
    have h2 := congrFun h 2
    simp [dimer, Matrix.mulVec, dotProduct, Fin.sum_univ_three] at h0 h1 h2
    have e0 : v 0 = √2 * t * v 2 / (U + D - E) := by
      rw [eq_div_iff hA]; linear_combination h0
    have e1 : v 1 = √2 * t * v 2 / (U - D - E) := by
      rw [eq_div_iff hB]; linear_combination h1
    -- an eigenvector must have a covalent component
    have hc : v 2 ≠ 0 := by
      intro hc
      apply hv
      ext i
      fin_cases i <;> simp [e0, e1, hc]
    apply mul_right_cancel₀ hc
    rw [← h2, e0, e1]
    linear_combination (-(t ^ 2 * v 2 / (U + D - E) + t ^ 2 * v 2 / (U - D - E))) * hs
  · intro h
    refine ⟨![√2 * t / (U + D - E), √2 * t / (U - D - E), 1], ?_, ?_⟩
    · intro h0
      have := congrFun h0 2
      simp at this
    · have a := div_mul_cancel₀ (√2 * t) hA
      have b := div_mul_cancel₀ (√2 * t) hB
      ext i
      fin_cases i <;> simp [dimer, Matrix.mulVec, dotProduct, Fin.sum_univ_three]
      · linear_combination a
      · linear_combination b
      · linear_combination (-(t ^ 2 / (U + D - E) + t ^ 2 / (U - D - E))) * hs - h

/-- At most one level lies below the lower charge-transfer energy `U - |D|`. -/
theorem level_unique {U D t E F : ℝ} (hE : E < U - |D|) (hF : F < U - |D|)
    (lE : IsLevel U D t E) (lF : IsLevel U D t F) : E = F := by
  have d1 := le_abs_self D
  have d2 := neg_abs_le D
  -- the level repulsion never decreases with energy, so two solutions cannot be ordered
  have key : ∀ x y : ℝ, x < y → y < U - |D| → IsLevel U D t x → IsLevel U D t y → False := by
    intro x y hxy hy lx ly
    have ex := (isLevel_iff_secular (by linarith) (by linarith)).mp lx
    have ey := (isLevel_iff_secular (by linarith) (by linarith)).mp ly
    have a : 2 * t ^ 2 / (U + D - x) ≤ 2 * t ^ 2 / (U + D - y) :=
      div_le_div_of_nonneg_left (by positivity) (by linarith) (by linarith)
    have b : 2 * t ^ 2 / (U - D - x) ≤ 2 * t ^ 2 / (U - D - y) :=
      div_le_div_of_nonneg_left (by positivity) (by linarith) (by linarith)
    linarith
  rcases lt_trichotomy E F with h | h | h
  · exact (key E F h hF lE lF).elim
  · exact h
  · exact (key F E h hE lF lE).elim

/-- For `|D| < U` there is a level between `-J` and `-J / (1 + n)`, with `J` the superexchange
energy and `n` the first-order admixture, and every other level is at least `U - |D|`. -/
theorem ground_level {U D : ℝ} (t : ℝ) (hD : |D| < U) :
    ∃ E, IsLevel U D t E ∧ -(superexchange U D t) ≤ E ∧
      E ≤ -(superexchange U D t / (1 + admixture U D t)) ∧
      ∀ F, IsLevel U D t F → F ≠ E → U - |D| ≤ F := by
  obtain ⟨h1, h2⟩ := abs_lt.mp hD
  have hp : 0 < U + D := by linarith
  have hm : 0 < U - D := by linarith
  have hJ := superexchange_nonneg t hD
  have hsum := superexchange_eq_sum t hD
  have hn : 0 ≤ admixture U D t := by unfold admixture; positivity
  obtain ⟨x, hx⟩ : ∃ x, x = superexchange U D t / (1 + admixture U D t) := ⟨_, rfl⟩
  have hx0 : 0 ≤ x := by rw [hx]; positivity
  have hxJ : x * (1 + admixture U D t) = superexchange U D t := by
    rw [hx]; exact div_mul_cancel₀ _ (by linarith)
  have hle : x ≤ superexchange U D t := by nlinarith [mul_nonneg hx0 hn]
  rw [← hx]
  -- tangent-line estimate for each virtual hop
  have tangent : ∀ A : ℝ, 0 < A →
      2 * t ^ 2 / A - 2 * t ^ 2 / A ^ 2 * x ≤ 2 * t ^ 2 / (A + x) := by
    intro A hA
    have hAx : A + x ≠ 0 := by linarith
    have e : 2 * t ^ 2 / (A + x) - (2 * t ^ 2 / A - 2 * t ^ 2 / A ^ 2 * x)
        = 2 * t ^ 2 * x ^ 2 / (A ^ 2 * (A + x)) := by
      field_simp
      ring
    have : 0 ≤ 2 * t ^ 2 * x ^ 2 / (A ^ 2 * (A + x)) := by positivity
    linarith
  have lo : -(superexchange U D t) + 2 * t ^ 2 / (U + D - -(superexchange U D t))
      + 2 * t ^ 2 / (U - D - -(superexchange U D t)) ≤ 0 := by
    have a : 2 * t ^ 2 / (U + D - -(superexchange U D t)) ≤ 2 * t ^ 2 / (U + D) :=
      div_le_div_of_nonneg_left (by positivity) hp (by linarith)
    have b : 2 * t ^ 2 / (U - D - -(superexchange U D t)) ≤ 2 * t ^ 2 / (U - D) :=
      div_le_div_of_nonneg_left (by positivity) hm (by linarith)
    linarith
  have hi : 0 ≤ -x + 2 * t ^ 2 / (U + D - -x) + 2 * t ^ 2 / (U - D - -x) := by
    have a := tangent _ hp
    have b := tangent _ hm
    unfold admixture at hxJ
    have e : x + 2 * t ^ 2 / (U + D) ^ 2 * x + 2 * t ^ 2 / (U - D) ^ 2 * x
        = superexchange U D t := by linear_combination hxJ
    rw [sub_neg_eq_add, sub_neg_eq_add]
    linarith
  have c1 : ContinuousOn (fun y : ℝ => 2 * t ^ 2 / (U + D - y))
      (Set.Icc (-(superexchange U D t)) (-x)) :=
    ContinuousOn.div (by fun_prop) (by fun_prop)
      (fun y hy => (by have := hy.2; linarith : 0 < U + D - y).ne')
  have c2 : ContinuousOn (fun y : ℝ => 2 * t ^ 2 / (U - D - y))
      (Set.Icc (-(superexchange U D t)) (-x)) :=
    ContinuousOn.div (by fun_prop) (by fun_prop)
      (fun y hy => (by have := hy.2; linarith : 0 < U - D - y).ne')
  have hc : ContinuousOn (fun y : ℝ => y + 2 * t ^ 2 / (U + D - y) + 2 * t ^ 2 / (U - D - y))
      (Set.Icc (-(superexchange U D t)) (-x)) := (continuousOn_id.add c1).add c2
  -- the secular function changes sign on the interval
  obtain ⟨E, hE, hroot⟩ := intermediate_value_Icc (neg_le_neg hle) hc ⟨lo, hi⟩
  have hE2 := hE.2
  have lE : IsLevel U D t E :=
    (isLevel_iff_secular (by linarith) (by linarith)).mpr (by dsimp only at hroot; linarith)
  refine ⟨E, lE, hE.1, hE2, fun F lF hne => ?_⟩
  by_contra hF
  exact hne (level_unique (not_le.mp hF) (by linarith) lF lE)

end

end HubbardDimerChargeTransfer
```

```lean
#print axioms HubbardDimerChargeTransfer.superexchange_bound
#print axioms HubbardDimerChargeTransfer.ground_level
```

```
'HubbardDimerChargeTransfer.superexchange_bound' depends on axioms: [propext, Classical.choice, Quot.sound]
'HubbardDimerChargeTransfer.ground_level' depends on axioms: [propext, Classical.choice, Quot.sound]
```

## Levels, the superexchange energy and the admixture

`IsLevel U D t E` says that the real number $E$ is an eigenvalue of the matrix, with a nonzero real eigenvector $v=(v_0,v_1,v_2)$. The matrix is real and symmetric, so restricting to real numbers loses no eigenvalue. The components $v_0$ and $v_1$ are the charge-transfer amplitudes and $v_2$ is the covalent one. The vector need not be normalised, and a level is counted as a value, without its multiplicity.

`superexchange U D t` is $J$. Its negative is the second-order perturbative energy of the covalent state, with one contribution from each virtual charge transfer. `admixture U D t` is

$$n=\frac{2t^2}{(U+D)^2}+\frac{2t^2}{(U-D)^2},$$

the charge-transfer weight in the first-order wavefunction when the covalent amplitude is set to one. In the normalised state that weight is $n/(1+n)$.

The theorem `superexchange_bound` takes $|D|<U$ and any level $E$, and concludes $-J\le E$. The hypothesis places both charge-transfer configurations above the covalent one. It forces $U>0$, includes the case $0\le D<U$, and allows either sign of $D$.

The theorem `ground_level` adds that there is a level $E$ with

$$-J\le E\le -\frac{J}{1+n},$$

and that every other level is at least $U-|D|$, the lower of the two bare charge-transfer energies. Every singlet excitation energy from the ground level is therefore at least $U-|D|+J/(1+n)$, which gives a check on approximate charge-transfer excitation energies from time-dependent density functional theory within this two-site, two-electron model.

The matrix is taken as the starting point and is not derived from a second-quantised Hamiltonian. Triplets, longer chains and density functionals do not enter.

## Completing the square for each virtual hop

Written out, the energy form is

$$v\cdot Hv=\big[(U+D)v_0^2-2\sqrt2\,t\,v_2v_0\big]+\big[(U-D)v_1^2-2\sqrt2\,t\,v_2v_1\big].$$

Each bracket has the form $Ax^2-2\sqrt2\,tc\,x$ with $A>0$ and $c=v_2$. Completing the square gives

$$Ax^2-2\sqrt2\,tc\,x=A\Big(x-\frac{\sqrt2\,tc}{A}\Big)^2-\frac{2t^2c^2}{A}\ \ge\ -\frac{2t^2c^2}{A}.$$

The two lower bounds add up to $-Jv_2^2$, because

$$\frac{2t^2}{U+D}+\frac{2t^2}{U-D}=\frac{4t^2U}{U^2-D^2}=J.$$

If $Hv=Ev$, the left side is $E\,(v\cdot v)$. Since $J\ge0$ and $v_2^2\le v\cdot v$,

$$E\,(v\cdot v)\ge -Jv_2^2\ge -J\,(v\cdot v),$$

and dividing by $v\cdot v>0$ gives $E\ge -J$.

In the file, `virtual_hop_bound` is the completed square, with `r` standing for $tc/A$. `superexchange_eq_sum` is the identity for $J$, and `energy_form_bound` expands the energy form and adds the two hops. `superexchange_bound` inserts the eigenvalue equation. Instead of dividing, it assumes $E<-J$, multiplies by $v\cdot v$, and lets `nlinarith` find the contradiction, using $J(v_0^2+v_1^2)\ge0$ from `superexchange_nonneg`.

## One level below the charge-transfer energies

Let $E$ lie below both $U+D$ and $U-D$. The first two rows of the eigenvalue equation give

$$v_0=\frac{\sqrt2\,t\,v_2}{U+D-E},\qquad v_1=\frac{\sqrt2\,t\,v_2}{U-D-E}.$$

If $v_2$ were zero, the whole vector would vanish, so $v_2\ne0$. The third row, $-\sqrt2\,t(v_0+v_1)=Ev_2$, then becomes

$$E=-\frac{2t^2}{U+D-E}-\frac{2t^2}{U-D-E}.$$

Conversely, a solution of this equation gives an eigenvector with $v_2=1$. This equivalence is `isLevel_iff_secular`; its `linear_combination` steps carry out the elimination and use $\sqrt2^{\,2}=2$.

Below $U-|D|$ the left side of the secular equation increases strictly with $E$, while the right side never increases. Two different solutions are therefore impossible, and `level_unique` obtains this by excluding both orderings of two levels.

To show that a solution exists, define

$$f(y)=y+\frac{2t^2}{U+D-y}+\frac{2t^2}{U-D-y}.$$

At $y=-J$ the denominators are at least $U\pm D$, so $f(-J)\le -J+J=0$. For the other end put $x=J/(1+n)$. For $A>0$ and $x\ge0$,

$$\frac1{A+x}-\Big(\frac1A-\frac{x}{A^2}\Big)=\frac{x^2}{A^2(A+x)}\ge0.$$

Using this for $A=U+D$ and $A=U-D$ gives

$$f(-x)\ge -x+J-nx=J-(1+n)x=0.$$

Since $-J\le -x\le0<U-|D|$, the function $f$ is continuous on $[-J,-x]$ and has a zero there. In `ground_level` the two signs are `lo` and `hi`, the inequality above is `tangent`, and `intermediate_value_Icc` supplies the zero. Any other level below $U-|D|$ would contradict `level_unique`. For $t=0$ the interval shrinks to the single point $E=0$, the uncoupled covalent state.

## When a charge-transfer state drops below the covalent one

Requiring only $U>0$ and $U^2\ne D^2$ is not enough for the bound. Take $U=1$, $D=2$ and $t=0$. The matrix is diagonal with levels $3$, $-1$ and $0$, while $-4t^2U/(U^2-D^2)=0$. The level $-1$ violates the bound: the ground state is now the charge-transfer configuration with both electrons on the lower site.
